# A power with exponent between 0 and 1 is quasiconvex but not convex on the positive half-line

For a real exponent p with 0 < p < 1, `degree_below_one_fails` concerns the function x ↦ x^p on x > 0. It states that the half-line is closed under positive scaling, and that the function is positive, is multiplied by t^p when x is scaled by t > 0, and has convex sublevel sets, yet is not convex. Physically this is only a scaling law for a positive quantity; no Hamiltonian or quantum state enters. The attempt gets quasiconvexity from monotonicity, and refutes convexity by comparing it with strict concavity at the midpoint of 1 and 2.

As first written in Lean, the proof fails:

```lean
import Mathlib

open Set

namespace HomogeneousSublevelConvexity

noncomputable section

variable {E : Type*} [AddCommGroup E] [Module ℝ E]

/-- The set `C` is closed under scaling by positive factors. -/
def IsScalingCone (C : Set E) : Prop :=
  ∀ x ∈ C, ∀ t : ℝ, 0 < t → t • x ∈ C

/-- The scaling law `f (t x) = t ^ p * f x` on `C`, for all positive factors `t`. -/
def HomogeneousOn (C : Set E) (p : ℝ) (f : E → ℝ) : Prop :=
  ∀ x ∈ C, ∀ t : ℝ, 0 < t → f (t • x) = t ^ p * f x

/-- For every degree `0 < p < 1` the power `x ^ p` on the positive half-line is positive,
homogeneous of degree `p` and has convex sublevel sets, but is not convex. -/
theorem degree_below_one_fails {p : ℝ} (hp : 0 < p) (hp1 : p < 1) :
    IsScalingCone (Ioi (0 : ℝ)) ∧ HomogeneousOn (Ioi (0 : ℝ)) p (fun x => x ^ p) ∧
      (∀ x ∈ Ioi (0 : ℝ), 0 < x ^ p) ∧ QuasiconvexOn ℝ (Ioi (0 : ℝ)) (fun x => x ^ p) ∧
      ¬ ConvexOn ℝ (Ioi (0 : ℝ)) (fun x => x ^ p) := by
  refine ⟨fun x hx t ht => mul_pos ht hx, fun x hx t ht => ?_,
    fun x hx => Real.rpow_pos_of_pos hx p, ?_, fun h => ?_⟩
  · exact Real.mul_rpow ht.le (Set.mem_Ioi.1 hx).le
  · refine MonotoneOn.quasiconvexOn (fun x hx y _ hxy => ?_) (convex_Ioi 0)
    exact Real.rpow_le_rpow (Set.mem_Ioi.1 hx).le hxy hp.le
  · -- strict concavity contradicts convexity at the midpoint of 1 and 2
    have h1 := h.2 (x := 1) (by norm_num) (y := 2) (by norm_num)
      (a := 1 / 2) (b := 1 / 2) (by norm_num) (by norm_num) (by norm_num)
    have h2 := (Real.strictConcaveOn_rpow hp hp1).2 (x := 1) (by norm_num) (y := 2)
      (by norm_num) (by norm_num) (a := 1 / 2) (b := 1 / 2)
      (by norm_num) (by norm_num) (by norm_num)
    exact absurd h2 (not_lt_of_ge h1)

end

end HomogeneousSublevelConvexity
```

Compiling this gives:

```
Main.lean:31:15: error: Application type mismatch: The argument
  h
has type
  ConvexOn ℝ (Ioi 0) fun x => x ^ p
but is expected to have type
  1 / 2 ∧ 1 / 2
in the application
  h.right
Main.lean:31:19: error: Invalid argument name `x` for function `And.right`
Main.lean:32:12: error(lean.synthInstanceFailed): failed to synthesize instance of type class
  HDiv ℕ ℕ Prop

Hint: Type class instance resolution failures can be inspected with the `set_option trace.Meta.synthInstance true` command.
Main.lean:32:25: error(lean.synthInstanceFailed): failed to synthesize instance of type class
  HDiv ℕ ℕ Prop

Hint: Type class instance resolution failures can be inspected with the `set_option trace.Meta.synthInstance true` command.
```

What went wrong. The failure is a clash of argument names after `h.2`. Here `.2` is `And.right`, the projection to the second half of the conjunction behind `ConvexOn`. Its own implicit arguments are called `a` and `b`, and they are the two propositions being joined. They capture `(a := 1 / 2)` and `(b := 1 / 2)`, which were meant as the weights. So Lean tries to read `1 / 2` as a proposition, which gives the two `HDiv ℕ ℕ Prop` errors, and expects `h` to prove `1 / 2 ∧ 1 / 2`, which gives the type mismatch.

The invalid-name error for `x` follows from the same capture. The point `x` is an argument of the convexity inequality that `h.2` should return, and Lean could have found it there. With `b` set to `1 / 2`, the result is no longer that statement, and no argument `x` is left to match.

The repair drops the named arguments. It first proves the memberships, the positivity of the weight, the sum and `1 ≠ 2` with explicit real types, then passes these facts by position, so that Lean reads the points and weights off their types. The line for `h2` used the same pattern and is changed in the same way, though no message points to it. Its memberships are restated with `Set.mem_Ici` because `Real.strictConcaveOn_rpow` is stated on the closed half-line x ≥ 0.

Fix (accepted with no message):

```diff
@@ -29,9 +29,12 @@
     exact Real.rpow_le_rpow (Set.mem_Ioi.1 hx).le hxy hp.le
   · -- strict concavity contradicts convexity at the midpoint of 1 and 2
-    have h1 := h.2 (x := 1) (by norm_num) (y := 2) (by norm_num)
-      (a := 1 / 2) (b := 1 / 2) (by norm_num) (by norm_num) (by norm_num)
-    have h2 := (Real.strictConcaveOn_rpow hp hp1).2 (x := 1) (by norm_num) (y := 2)
-      (by norm_num) (by norm_num) (a := 1 / 2) (b := 1 / 2)
-      (by norm_num) (by norm_num) (by norm_num)
+    have m1 : (1 : ℝ) ∈ Ioi (0 : ℝ) := Set.mem_Ioi.2 (by norm_num)
+    have m2 : (2 : ℝ) ∈ Ioi (0 : ℝ) := Set.mem_Ioi.2 (by norm_num)
+    have hh : (0 : ℝ) < 1 / 2 := by norm_num
+    have hsum : (1 / 2 : ℝ) + 1 / 2 = 1 := by norm_num
+    have hne : (1 : ℝ) ≠ 2 := by norm_num
+    have h1 := h.2 m1 m2 hh.le hh.le hsum
+    have h2 := (Real.strictConcaveOn_rpow hp hp1).2 (Set.mem_Ici.2 (Set.mem_Ioi.1 m1).le)
+      (Set.mem_Ici.2 (Set.mem_Ioi.1 m2).le) hne hh hh hsum
     exact absurd h2 (not_lt_of_ge h1)
 
```
